# Dropping the off-diagonal entries of a Hermitian quasiparticle matrix never lowers its band energy

Q: When I drop the off-diagonal self-energy, some levels move up and others move down. Without a bound, I can't tell whether the sum over occupied levels comes out too high or too low. Two orbitals at energy 0 with coupling $t\neq0$ have exact levels $\pm|t|$, but the diagonal approximation puts both at 0. With one particle the sum is too high by $|t|$. Is that sign general?

A: Yes, if you drop every off-diagonal entry of a static Hermitian matrix $H=h+S$ in a finite orthonormal basis, where $h$ is the one-particle part and $S$ the self-energy. Let $x_0,\dots,x_{n-1}$ be any real levels and $\sigma$ a permutation that sorts them in increasing order. The band energy of $N\le n$ particles is $E_N(x)=\sum_{i<N}x_{\sigma(i)}$.

```lean
import Mathlib

open Finset Matrix

namespace DiagonalSelfEnergy

noncomputable section

variable {n : ℕ}

/-- Band energy: the sum of the `N` lowest of the `n` levels `x` (of all levels if `N > n`). -/
def bandEnergy (x : Fin n → ℝ) (N : ℕ) : ℝ :=
  ∑ i : Fin n, if i.val < N then x (Tuple.sort x i) else 0
```

Q: And which levels go in?

A: Either the eigenvalues $\varepsilon_k$, written `hH.eigenvalues`, or the diagonal entries $d_i=H_{ii}$. Lean takes the real part of $H_{ii}$, which loses nothing because a Hermitian matrix has a real diagonal.

```lean
/-- The level of orbital `i` in the diagonal approximation: the real part of `H i i`. -/
def diagLevel (H : Matrix (Fin n) (Fin n) ℂ) (i : Fin n) : ℝ := (H i i).re
```

The two sets are linked by the weights $|U_{ik}|^2$, where column $k$ of the unitary $U$ is the $k$-th eigenvector.

```lean
/-- The weight `|U i k|²` of orbital `i` in the `k`-th eigenvector of a Hermitian matrix. -/
def orbitalWeight {H : Matrix (Fin n) (Fin n) ℂ} (hH : H.IsHermitian) (i k : Fin n) : ℝ :=
  Complex.normSq ((hH.eigenvectorUnitary : Matrix (Fin n) (Fin n) ℂ) i k)
```

Q: I see no self-energy in the code, only `H`.

A: `H` is the whole sum $h+S$. It is one fixed matrix, so there is no frequency dependence, and `hH : H.IsHermitian` excludes lifetimes. If $h$ is diagonal in the chosen orbitals, the neglected entries are exactly those of $S$. If it is not, dropping only the off-diagonal part of $S$ is a different approximation, which can lower the band energy. Each level holds one particle, so spin must be counted among the orbitals. The matrix is also held fixed, with no self-consistent update, and the band energy is not a total energy with its double-counting terms.

Q: Then convince me of the inequality. Why should the lowest diagonal entries add up to more?

A: Start with fractional occupations $w_i\in[0,1]$ that add up to $N$. Let $f_i=1$ for $i<N$ and $f_i=0$ otherwise, so that $\sum_i f_i=N$.

```lean
/-- Filling the first `N ≤ n` of `n` levels once each takes `N` particles. -/
theorem count_filled {N : ℕ} (hN : N ≤ n) :
    ∑ i : Fin n, (if i.val < N then (1 : ℝ) else 0) = N := by
  rw [Fin.sum_univ_eq_sum_range (fun k => if k < N then (1 : ℝ) else 0) n, Finset.sum_boole]
  have h : (range n).filter (fun k => k < N) = range N := by
    ext k
    simp only [Finset.mem_filter, Finset.mem_range]
    omega
  rw [h, Finset.card_range]
```

Choose a Fermi level $c$ with $x_{\sigma(i)}\le c$ for $i<N$ and $x_{\sigma(i)}\ge c$ for $i\ge N$. For $N<n$, $c=x_{\sigma(N)}$ works; for $N=n$, any upper bound does. Since $\sum_i(w_{\sigma(i)}-f_i)=0$,

$$\sum_i w_i x_i-E_N(x)=\sum_i (w_{\sigma(i)}-f_i)(x_{\sigma(i)}-c)\ge 0.$$

For filled levels both factors are at most zero; for empty ones both are at least zero. In Lean, `split_ifs` separates these cases and `nlinarith` uses the sign of the product in each.

```lean
/-- Aufbau principle: occupations between 0 and 1 that add up to `N ≤ n` give an energy
no lower than the sum of the `N` lowest levels. -/
theorem aufbau_le (x w : Fin n → ℝ) {N : ℕ} (hN : N ≤ n) (h0 : ∀ i, 0 ≤ w i)
    (h1 : ∀ i, w i ≤ 1) (hw : ∑ i, w i = N) : bandEnergy x N ≤ ∑ i, w i * x i := by
  have hm := Tuple.monotone_sort x
  unfold bandEnergy
  rw [← Equiv.sum_comp (Tuple.sort x) (fun i => w i * x i)]
  rw [← Equiv.sum_comp (Tuple.sort x) w] at hw
  generalize Tuple.sort x = σ at *
  -- a Fermi level `c` separates filled from empty levels
  obtain ⟨c, hlo, hhi⟩ : ∃ c, (∀ i : Fin n, i.val < N → x (σ i) ≤ c) ∧
      (∀ i : Fin n, ¬ i.val < N → c ≤ x (σ i)) := by
    by_cases h : N < n
    · exact ⟨x (σ ⟨N, h⟩), fun i hi => hm (Fin.le_def.2 hi.le),
        fun i hi => hm (Fin.le_def.2 (not_lt.1 hi))⟩
    · exact ⟨∑ k, |x (σ k)|, fun i _ => (le_abs_self _).trans
        (Finset.single_le_sum (f := fun k => |x (σ k)|) (fun k _ => abs_nonneg _)
          (Finset.mem_univ i)), fun i hi => (hi (by have := i.isLt; omega)).elim⟩
  calc _ ≤ ∑ i, (w (σ i) * x (σ i) - c * (w (σ i) - if i.val < N then 1 else 0)) := by
        refine Finset.sum_le_sum fun i _ => ?_
        split_ifs with hi
        · nlinarith [mul_nonneg (sub_nonneg.2 (h1 (σ i))) (sub_nonneg.2 (hlo i hi))]
        · nlinarith [mul_nonneg (h0 (σ i)) (sub_nonneg.2 (hhi i hi))]
    _ = _ := by
        rw [Finset.sum_sub_distrib, ← Finset.mul_sum, Finset.sum_sub_distrib,
          count_filled hN, hw, sub_self, mul_zero, sub_zero]
```

Q: The diagonal approximation has no fractional occupations, though.

A: They appear when you view its filled orbitals in terms of the eigenvectors. Suppose $y_i=\sum_k P_{ik}x_k$, with nonnegative weights whose rows and columns each add up to one. Let $\tau$ sort $y$, and define $w_k=\sum_{i<N}P_{\tau(i)k}$. The column sums give $0\le w_k\le1$, and the row sums give $\sum_k w_k=N$. Exchanging the sums,

$$\sum_k w_kx_k=\sum_{i<N}y_{\tau(i)}=E_N(y),$$

so the previous step yields $E_N(x)\le E_N(y)$. The Lean proof supplies this $w$ to `aufbau_le` and checks the same conditions in turn.

```lean
/-- Averaging levels with nonnegative weights whose rows and columns each add up to one
does not lower the band energy of `N ≤ n` particles. -/
theorem bandEnergy_le_of_average (P : Fin n → Fin n → ℝ) (x y : Fin n → ℝ)
    (h0 : ∀ i k, 0 ≤ P i k) (hr : ∀ i, ∑ k, P i k = 1) (hc : ∀ k, ∑ i, P i k = 1)
    (hy : ∀ i, y i = ∑ k, P i k * x k) {N : ℕ} (hN : N ≤ n) :
    bandEnergy x N ≤ bandEnergy y N := by
  -- occupation of level `k` when the `N` lowest averaged levels are filled
  refine (aufbau_le x (fun k => ∑ i : Fin n, if i.val < N then P (Tuple.sort y i) k else 0)
    hN (fun k => ?_) (fun k => ?_) ?_).trans_eq ?_
  · refine Finset.sum_nonneg fun i _ => ?_
    split_ifs
    · exact h0 _ _
    · exact le_rfl
  · refine le_trans (Finset.sum_le_sum fun i _ => ?_)
      ((Equiv.sum_comp (Tuple.sort y) (fun i => P i k)).trans (hc k)).le
    split_ifs
    · exact le_rfl
    · exact h0 _ _
  · rw [Finset.sum_comm]
    refine Eq.trans (Finset.sum_congr rfl fun i _ => ?_) (count_filled hN)
    by_cases hi : i.val < N <;> simp [hi, hr]
  · unfold bandEnergy
    simp only [Finset.sum_mul]
    rw [Finset.sum_comm]
    refine Finset.sum_congr rfl fun i _ => ?_
    by_cases hi : i.val < N <;> simp [hi, hy]
```

Q: So you need the orbital weights to have those row and column sums.

A: Unitarity provides them. The diagonal entries of $UU^\dagger=1$ read $\sum_k|U_{ik}|^2=1$, and those of $U^\dagger U=1$ read $\sum_i|U_{ik}|^2=1$.

```lean
variable {H : Matrix (Fin n) (Fin n) ℂ}

/-- The orbital weights add up to one over eigenvectors and over orbitals. -/
theorem orbitalWeight_sums (hH : H.IsHermitian) :
    (∀ i, ∑ k, orbitalWeight hH i k = 1) ∧ (∀ k, ∑ i, orbitalWeight hH i k = 1) := by
  unfold orbitalWeight
  constructor <;> intro i
  · have h := congrArg (fun M : Matrix (Fin n) (Fin n) ℂ => M i i)
      (Matrix.mem_unitaryGroup_iff.1 hH.eigenvectorUnitary.2)
    simp only [Matrix.mul_apply, Matrix.star_apply, Matrix.one_apply_eq, Complex.star_def,
      Complex.mul_conj] at h
    exact_mod_cast h
  · have h := congrArg (fun M : Matrix (Fin n) (Fin n) ℂ => M i i)
      (Matrix.mem_unitaryGroup_iff'.1 hH.eigenvectorUnitary.2)
    simp only [Matrix.mul_apply, Matrix.star_apply, Matrix.one_apply_eq, Complex.star_def,
      ← Complex.normSq_eq_conj_mul_self] at h
    exact_mod_cast h
```

The spectral theorem gives $H=UDU^\dagger$, with $D$ the diagonal matrix of eigenvalues.

```lean
/-- A Hermitian matrix is `U D U†`, with its eigenvectors in `U` and its eigenvalues in `D`. -/
theorem spectral_form (hH : H.IsHermitian) :
    H = (hH.eigenvectorUnitary : Matrix (Fin n) (Fin n) ℂ) *
      diagonal (fun k => (hH.eigenvalues k : ℂ)) *
      star (hH.eigenvectorUnitary : Matrix (Fin n) (Fin n) ℂ) := by
  have h := hH.spectral_theorem
  rw [Unitary.conjStarAlgAut_apply] at h
  exact h
```

Its diagonal entries are

$$H_{ii}=\sum_k U_{ik}\,\varepsilon_k\,U_{ik}^*=\sum_k|U_{ik}|^2\varepsilon_k.$$

```lean
/-- Each diagonal level of a Hermitian matrix is the average of the eigenvalues with the
orbital weights. -/
theorem diagLevel_eq (hH : H.IsHermitian) (i : Fin n) :
    diagLevel H i = ∑ k, orbitalWeight hH i k * hH.eigenvalues k := by
  have h : H i i = ∑ k, ((orbitalWeight hH i k * hH.eigenvalues k : ℝ) : ℂ) := by
    refine (congrArg (fun M : Matrix (Fin n) (Fin n) ℂ => M i i) (spectral_form hH)).trans ?_
    rw [Matrix.mul_apply]
    refine Finset.sum_congr rfl fun k _ => ?_
    rw [Matrix.mul_diagonal, Matrix.star_apply, Complex.ofReal_mul, orbitalWeight,
      ← Complex.mul_conj, Complex.star_def]
    ring
  rw [diagLevel, h, ← Complex.ofReal_sum, Complex.ofReal_re]
```

Each diagonal level is therefore an average of eigenvalues, and the averaging result with $P_{ik}=|U_{ik}|^2$ gives $E_N(\varepsilon)\le E_N(d)$ for every $N\le n$.

```lean
/-- For a Hermitian quasiparticle matrix and every `N ≤ n`, the sum of the `N` lowest
eigenvalues is at most the sum of the `N` lowest diagonal entries. -/
theorem bandEnergy_le_diagonal (hH : H.IsHermitian) {N : ℕ} (hN : N ≤ n) :
    bandEnergy hH.eigenvalues N ≤ bandEnergy (diagLevel H) N :=
  bandEnergy_le_of_average (orbitalWeight hH) _ _ (fun _ _ => Complex.normSq_nonneg _)
    (orbitalWeight_sums hH).1 (orbitalWeight_sums hH).2 (diagLevel_eq hH) hN
```

Q: Each side picks its own $N$ lowest levels. What if the mixing reorders them?

A: That is allowed. The two sides are sorted separately, and no diagonal level has to be matched with a particular eigenvalue.

Q: Could the error vanish at every filling although the orbitals do mix?

A: No. Suppose $E_N(\varepsilon)=E_N(d)$ for all $N\le n$. The difference $E_{i+1}-E_i$ is the sorted level with index $i$, so the two sorted lists agree, and $\sum_k\varepsilon_k^2=\sum_i d_i^2$. Now evaluate the trace of $H^2$ in both bases:

$$\sum_k\varepsilon_k^2=\operatorname{tr}H^2=\sum_{i,j}H_{ij}H_{ji}=\sum_{i,j}|H_{ij}|^2.$$

Hence $\sum_i H_{ii}^2=\sum_{i,j}|H_{ij}|^2$, which leaves nothing for the off-diagonal entries.

In the code, `step` reads off one level, `hsq` equates the sums of squares and `htr` is the trace identity. The end works row by row: $d_i^2\le\sum_j|H_{ij}|^2$ always holds, so equal totals force equality in each row, and every $H_{ij}$ with $j\ne i$ is zero.

```lean
/-- If the diagonal approximation to a Hermitian matrix gives the exact band energy at every
`N ≤ n`, then the matrix is diagonal. -/
theorem isDiag_of_bandEnergy_eq (hH : H.IsHermitian)
    (h : ∀ N ≤ n, bandEnergy hH.eigenvalues N = bandEnergy (diagLevel H) N) : H.IsDiag := by
  have hU := Matrix.mem_unitaryGroup_iff'.1 hH.eigenvectorUnitary.2
  have hs := spectral_form hH
  have hre : ∀ i, ((diagLevel H i : ℝ) : ℂ) = H i i := fun i =>
    Complex.conj_eq_iff_re.1 (hH.apply i i)
  -- adding one particle reads off the next level
  have step : ∀ (x : Fin n → ℝ) (i : Fin n),
      bandEnergy x (i.val + 1) = bandEnergy x i.val + x (Tuple.sort x i) := by
    intro x i
    have hx : x (Tuple.sort x i) = ∑ k, if k = i then x (Tuple.sort x k) else 0 := by simp
    unfold bandEnergy
    rw [hx, ← Finset.sum_add_distrib]
    refine Finset.sum_congr rfl fun k _ => ?_
    simp only [Fin.ext_iff]
    split_ifs <;> first | omega | simp
  have hsq : ∑ k, hH.eigenvalues k ^ 2 = ∑ i, diagLevel H i ^ 2 := by
    rw [← Equiv.sum_comp (Tuple.sort hH.eigenvalues),
      ← Equiv.sum_comp (Tuple.sort (diagLevel H)) (fun i => diagLevel H i ^ 2)]
    refine Finset.sum_congr rfl fun i _ => ?_
    have e : hH.eigenvalues (Tuple.sort hH.eigenvalues i) =
        diagLevel H (Tuple.sort (diagLevel H) i) := by
      linarith [step hH.eigenvalues i, step (diagLevel H) i, h i.val i.isLt.le,
        h (i.val + 1) i.isLt]
    rw [e]
  -- the trace of `H²` in the two bases
  have htr : ∑ k, hH.eigenvalues k ^ 2 = ∑ i, ∑ j, Complex.normSq (H i j) := by
    have t : trace (H * H) = trace (diagonal (fun k => (hH.eigenvalues k : ℂ)) *
        diagonal (fun k => (hH.eigenvalues k : ℂ))) := by
      refine (congrArg (fun M => trace (M * M)) hs).trans ?_
      generalize (hH.eigenvectorUnitary : Matrix (Fin n) (Fin n) ℂ) = U at hU ⊢
      generalize diagonal (fun k => (hH.eigenvalues k : ℂ)) = D
      calc trace (U * D * star U * (U * D * star U))
          = trace (U * (D * (star U * U) * D) * star U) := by simp only [Matrix.mul_assoc]
        _ = trace (D * D) := by
          rw [hU, Matrix.mul_one, Matrix.trace_mul_comm, ← Matrix.mul_assoc, hU,
            Matrix.one_mul]
    have t2 : trace (H * H) = ∑ i, ∑ j, (Complex.normSq (H i j) : ℂ) := by
      simp only [Matrix.trace, Matrix.diag_apply, Matrix.mul_apply]
      refine Finset.sum_congr rfl fun i _ => Finset.sum_congr rfl fun j _ => ?_
      rw [← Complex.mul_conj, ← Complex.star_def, hH.apply j i]
    rw [t2, Matrix.diagonal_mul_diagonal, Matrix.trace_diagonal] at t
    simp only [← pow_two] at t
    exact_mod_cast t.symm
  -- so no weight is left for the off-diagonal entries
  intro i j hij
  have hrow : ∀ a, diagLevel H a ^ 2 ≤ ∑ b, Complex.normSq (H a b) := fun a => by
    refine le_trans ?_ (Finset.single_le_sum (f := fun b => Complex.normSq (H a b))
      (fun b _ => Complex.normSq_nonneg _) (Finset.mem_univ a))
    simp only [← hre a, Complex.normSq_ofReal, pow_two, le_refl]
  have hi := (Finset.sum_eq_sum_iff_of_le (fun a _ => hrow a)).1 (hsq.symm.trans htr) i
    (Finset.mem_univ i)
  rw [← Finset.add_sum_erase _ _ (Finset.mem_univ i), ← hre i, Complex.normSq_ofReal] at hi
  have hj := Finset.single_le_sum (f := fun b => Complex.normSq (H i b))
    (fun b _ => Complex.normSq_nonneg _) (Finset.mem_erase.2 ⟨hij.symm, Finset.mem_univ j⟩)
  exact Complex.normSq_eq_zero.1 (le_antisymm (by linarith) (Complex.normSq_nonneg _))
```

Q: Then neglecting mixing raises the band energy at my filling?

A: At some filling, not necessarily yours. In your two-orbital example the error is $|t|$ for $N=1$ and zero for $N=2$, where both sums equal the trace. The last theorem says that a Hermitian matrix that is not diagonal has some $N\le n$ with $E_N(\varepsilon)<E_N(d)$. If there were none, the inequality would become an equality at every $N$, and the matrix would be diagonal after all.

```lean
/-- If a Hermitian quasiparticle matrix is not diagonal, neglecting its off-diagonal entries
strictly raises the band energy for some `N ≤ n`. -/
theorem neglect_of_mixing_raises (hH : H.IsHermitian) (hd : ¬ H.IsDiag) :
    ∃ N, N ≤ n ∧ bandEnergy hH.eigenvalues N < bandEnergy (diagLevel H) N := by
  by_contra hno
  exact hd (isDiag_of_bandEnergy_eq hH fun N hN =>
    le_antisymm (bandEnergy_le_diagonal hH hN) (not_lt.1 fun hlt => hno ⟨N, hN, hlt⟩))

end

end DiagonalSelfEnergy
```

```lean
#print axioms DiagonalSelfEnergy.bandEnergy_le_diagonal
#print axioms DiagonalSelfEnergy.neglect_of_mixing_raises
```

```
'DiagonalSelfEnergy.bandEnergy_le_diagonal' depends on axioms: [propext, Classical.choice, Quot.sound]
'DiagonalSelfEnergy.neglect_of_mixing_raises' depends on axioms: [propext, Classical.choice, Quot.sound]
```

Q: What may I conclude about an electronic-structure calculation?

A: For a fixed, static Hermitian self-energy in a finite orthonormal basis in which $h$ is diagonal, the diagonal approximation errs upwards or not at all in the band-energy sum. The case $N=1$ says that the lowest level never moves down, and since the two traces agree, the case $N=n-1$ says that the highest never moves up. The size of the error is left open, and so is the direction in which a level between those two moves.
